# Every reachable composition of n elements has a zero-temperature ground state with at most n phases

Suppose that two hundred compounds of a ternary alloy have been computed, and that we want the lowest energy at some overall composition. If nothing limits the number of coexisting phases, a search over all mixtures of up to three compounds proves little, since a mixture of four or five might lie lower. For finitely many phases of fixed composition, the result below rules this out: some mixture of at most $n$ phases reaches the minimum, where $n$ is the number of elements. This supports the reading of zero-temperature phase diagrams from computed energies, within a model without entropy, interfaces or phases of variable composition.

## Running an exchange reaction until a phase is used up

Let phase $i$ have mole fractions $x_{ij}$ of the elements $j=1,\dots,n$, with $\sum_j x_{ij}=1$, and energy $E_i$ per atom. A mixture puts a fraction $w_i\ge 0$ of the atoms into phase $i$, with $\sum_i w_i=1$. Its mean composition is $c_j=\sum_i w_i x_{ij}$ and its energy is $\sum_i w_iE_i$. A phase is present if $w_i\neq 0$.

Suppose that the compositions of the present phases are linearly dependent. Then there are numbers $g_i$, not all zero and zero for absent phases, with $\sum_i g_i x_{ij}=0$ for every $j$. This is an exchange reaction that conserves each element. Summing over $j$ gives

$$0=\sum_j\sum_i g_i x_{ij}=\sum_i g_i\sum_j x_{ij}=\sum_i g_i .$$

The total amount is therefore conserved too. Because $g$ is nonzero and sums to zero, it has a positive entry, and so does $-g$. We may thus choose the sign so that $\sum_i g_iE_i\ge 0$.

Now run the reaction to extent $t\ge0$, which gives $w_i'=w_i-tg_i$. The total and the mean composition stay the same, and the energy changes by $-t\sum_i g_iE_i\le 0$. Stop at

$$t=\min_{g_i>0}\frac{w_i}{g_i}.$$

If $g_i>0$, then $tg_i\le w_i$, so $w_i'\ge0$. If $g_i\le0$, then $w_i'\ge w_i\ge0$. The phase that attains the minimum was present and is now gone, and no absent phase has appeared.

Each repetition lowers the number of present phases, so the process ends, and it can end only at linearly independent compositions.

A ground state exists because the mixtures with mean composition $c$ form a closed and bounded set, nonempty when $c$ is reachable, on which the energy is continuous. Removing phases from a ground state by such reactions keeps the mean composition and cannot raise the energy, so the outcome is again a ground state. Its compositions are independent vectors in $\mathbb R^n$, hence there are at most $n$ of them.

For a numerical instance, take phases A, B and AB with compositions $(1,0)$, $(0,1)$, $(\tfrac12,\tfrac12)$ and energies $0$, $0$, $-0.2$. The mixture $w=(\tfrac12,\tfrac14,\tfrac14)$ has mean composition $(\tfrac58,\tfrac38)$ and energy $-0.05$. The reaction $g=(1,1,-2)$ has $\sum_i g_iE_i=0.4$, and $t=\min(\tfrac12,\tfrac14)=\tfrac14$. The new mixture $(\tfrac14,0,\tfrac34)$ has the same composition and energy $-0.15$; B has been used up.

## Mixtures and ground states as Lean definitions

The finite type `ι` labels the phases and `Fin n` the elements, so `x i j` is $x_{ij}$.

```lean
import Mathlib

open Finset

namespace ZeroTemperaturePhaseRule

noncomputable section

variable {ι : Type*} [Fintype ι] {n : ℕ}
```

The three fields of `IsMixture` are nonnegativity, total amount one and the prescribed mean composition.

```lean
/-- Phase fractions `w` form a mixture of mean composition `c`: they are nonnegative, add up to
one, and average the phase compositions `x i` to `c`. -/
structure IsMixture (x : ι → Fin n → ℝ) (c : Fin n → ℝ) (w : ι → ℝ) : Prop where
  nonneg : ∀ i, 0 ≤ w i
  total : ∑ i, w i = 1
  mean : ∀ j, ∑ i, w i * x i j = c j

/-- The energy of a mixture: the phase energies `E i` weighted by the phase fractions `w i`. -/
def energy (E w : ι → ℝ) : ℝ := ∑ i, w i * E i

/-- The phases present in a mixture: those with nonzero fraction. -/
def present (w : ι → ℝ) : Finset ι := univ.filter fun i => w i ≠ 0
```

A ground state competes only with mixtures of the same mean composition.

```lean
/-- A ground state at composition `c`: a mixture whose energy is lowest among all mixtures of
the same mean composition. -/
def IsGroundState (x : ι → Fin n → ℝ) (E : ι → ℝ) (c : Fin n → ℝ) (w : ι → ℝ) : Prop :=
  IsMixture x c w ∧ ∀ v, IsMixture x c v → energy E w ≤ energy E v
```

The normalisation $\sum_j x_{ij}=1$ is not part of these definitions. It enters the theorems as the hypothesis `hx`, and it stands for counting composition and energy per atom. Recording only one mole fraction of a binary violates it: with phases at $0$ and $1$ alone, the point $\tfrac12$ needs two phases, although each composition vector has a single entry and the bound would read one. Nonnegative entries of `x` are never required, and the energies are arbitrary real numbers.

## Removing dependent phases

The condition `LinearIndepOn ℝ x (present w : Set ι)` concerns the family of compositions indexed by the present phases, so two polymorphs of equal composition count as dependent. The first lemma turns dependence into a reaction. It extends the linear relation by zero to the absent phases, obtains `htot` by exchanging the two sums, and picks the sign by a case split on the reaction energy.

```lean
/-- If the entries of each composition sum to one and the phases present have linearly dependent
compositions, some exchange reaction `g` among them conserves every element and the total phase
amount, consumes at least one phase (`0 < g i`), and does not raise the energy. -/
theorem exists_exchange_reaction {x : ι → Fin n → ℝ} (hx : ∀ i, ∑ j, x i j = 1)
    (E : ι → ℝ) {w : ι → ℝ} (hdep : ¬ LinearIndepOn ℝ x (present w : Set ι)) :
    ∃ g : ι → ℝ, (∀ i, w i = 0 → g i = 0) ∧ (∀ j, ∑ i, g i * x i j = 0) ∧
      ∑ i, g i = 0 ∧ 0 ≤ ∑ i, g i * E i ∧ ∃ i, 0 < g i := by
  rw [linearIndepOn_finset_iff] at hdep
  simp only [not_forall] at hdep
  obtain ⟨f, hf, k, hk, hfk⟩ := hdep
  have hwk : w k ≠ 0 := (Finset.mem_filter.1 hk).2
  -- extend the linear relation by zero to the absent phases
  obtain ⟨g, hg⟩ : ∃ g : ι → ℝ, ∀ i, g i = if w i = 0 then 0 else f i := ⟨_, fun _ => rfl⟩
  have hsupp : ∀ i, w i = 0 → g i = 0 := fun i hi => by rw [hg, if_pos hi]
  have hgk : g k ≠ 0 := by rw [hg, if_neg hwk]; exact hfk
  have hmean : ∀ j, ∑ i, g i * x i j = 0 := by
    intro j
    have h := congrFun hf j
    simp only [Finset.sum_apply, Pi.smul_apply, smul_eq_mul, Pi.zero_apply, present,
      Finset.sum_filter] at h
    rw [← h]
    refine Finset.sum_congr rfl fun i _ => ?_
    by_cases hi : w i = 0 <;> simp [hg, hi]
  -- conservation of every element implies conservation of the total amount
  have htot : ∑ i, g i = 0 := by
    calc ∑ i, g i = ∑ i, ∑ j, g i * x i j := by simp only [← Finset.mul_sum, hx, mul_one]
      _ = ∑ j, ∑ i, g i * x i j := Finset.sum_comm
      _ = 0 := Finset.sum_eq_zero fun j _ => hmean j
  have hpos : ∀ h : ι → ℝ, ∑ i, h i = 0 → h k ≠ 0 → ∃ i, 0 < h i := by
    intro h h0 hk0
    by_contra hcon
    have hle : ∀ i, h i ≤ 0 := fun i => not_lt.1 fun hi => hcon ⟨i, hi⟩
    exact hk0 ((Finset.sum_eq_zero_iff_of_nonpos fun i _ => hle i).1 h0 k (Finset.mem_univ k))
  -- choose the direction of the reaction that does not raise the energy
  rcases le_total 0 (∑ i, g i * E i) with hE | hE
  · exact ⟨g, hsupp, hmean, htot, hE, hpos g htot hgk⟩
  · have htot' : ∑ i, -g i = 0 := by rw [Finset.sum_neg_distrib, htot, neg_zero]
    refine ⟨fun i => -g i, fun i hi => by simp [hsupp i hi], fun j => ?_, htot', ?_,
      hpos (fun i => -g i) htot' (neg_ne_zero.2 hgk)⟩
    · simp only [neg_mul, Finset.sum_neg_distrib, hmean j, neg_zero]
    · simp only [neg_mul, Finset.sum_neg_distrib]
      linarith
```

Next, `exists_min_image` finds the phase `k` that is exhausted first. The identity `key` expands a weighted sum over $w-tg$; with weights one, `x i j` and `E i` it yields the total, the composition and the energy. The strict inclusion `present v ⊂ present w` records the lost phase.

```lean
/-- If the entries of each composition sum to one, a mixture of phases with linearly dependent
compositions can lose a phase, gaining no new one, at fixed mean composition and without
raising the energy. -/
theorem remove_phase {x : ι → Fin n → ℝ} (hx : ∀ i, ∑ j, x i j = 1) (E : ι → ℝ)
    {c : Fin n → ℝ} {w : ι → ℝ} (hw : IsMixture x c w)
    (hdep : ¬ LinearIndepOn ℝ x (present w : Set ι)) :
    ∃ v, IsMixture x c v ∧ energy E v ≤ energy E w ∧ present v ⊂ present w := by
  obtain ⟨g, hsupp, hmean, htot, hE, i₀, hi₀⟩ := exists_exchange_reaction hx E hdep
  -- `k` is the phase that is exhausted first, at extent of reaction `t`
  obtain ⟨k, hk, hmin⟩ := Finset.exists_min_image (univ.filter fun i => 0 < g i)
    (fun i => w i / g i) ⟨i₀, by simp [hi₀]⟩
  have hgk : 0 < g k := (Finset.mem_filter.1 hk).2
  obtain ⟨t, ht⟩ : ∃ t, t = w k / g k := ⟨_, rfl⟩
  have ht0 : 0 ≤ t := by rw [ht]; exact div_nonneg (hw.nonneg k) hgk.le
  have htk : t * g k = w k := by
    have hne : g k ≠ 0 := hgk.ne'
    rw [ht]
    field_simp
  have key : ∀ a : ι → ℝ,
      ∑ i, (w i - t * g i) * a i = ∑ i, w i * a i - t * ∑ i, g i * a i := by
    intro a
    rw [Finset.mul_sum, ← Finset.sum_sub_distrib]
    exact Finset.sum_congr rfl fun i _ => by ring
  refine ⟨fun i => w i - t * g i, ⟨fun i => ?_, ?_, fun j => ?_⟩, ?_, ?_⟩
  · by_cases hi : 0 < g i
    · have h : t ≤ w i / g i := by
        rw [ht]
        exact hmin i (by simp [hi])
      exact sub_nonneg.2 ((le_div_iff₀ hi).1 h)
    · have h := mul_nonneg ht0 (neg_nonneg.2 (not_lt.1 hi))
      have h' := hw.nonneg i
      show 0 ≤ w i - t * g i
      linarith
  · have h := key fun _ => 1
    simp only [mul_one, htot, hw.total, mul_zero, sub_zero] at h
    exact h
  · have h := key fun i => x i j
    simp only [hmean j, hw.mean j, mul_zero, sub_zero] at h
    exact h
  · have h := key E
    have h' := mul_nonneg ht0 hE
    simp only [energy]
    linarith
  · have hsub : present (fun i => w i - t * g i) ⊆ present w := by
      intro i hi
      have hi' : w i - t * g i ≠ 0 := (Finset.mem_filter.1 hi).2
      refine Finset.mem_filter.2 ⟨Finset.mem_univ i, fun h0 => hi' ?_⟩
      rw [h0, hsupp i h0, mul_zero, sub_zero]
    refine (Finset.ssubset_iff_of_subset hsub).2 ⟨k, ?_, fun h => ?_⟩
    · exact Finset.mem_filter.2 ⟨Finset.mem_univ k, fun h0 => hgk.ne' (hsupp k h0)⟩
    · exact (Finset.mem_filter.1 h).2 (sub_eq_zero.2 htk.symm)
```

Strong induction on the number of present phases performs the repetition.

```lean
/-- If the entries of each composition sum to one, every mixture can be replaced by one of the
same mean composition and no higher energy, using only phases already present, whose phases have
linearly independent compositions. -/
theorem exists_independent_mixture {x : ι → Fin n → ℝ} (hx : ∀ i, ∑ j, x i j = 1)
    (E : ι → ℝ) (c : Fin n → ℝ) : ∀ w, IsMixture x c w →
    ∃ v, IsMixture x c v ∧ energy E v ≤ energy E w ∧ present v ⊆ present w ∧
      LinearIndepOn ℝ x (present v : Set ι) := by
  intro w
  induction hN : (present w).card using Nat.strong_induction_on generalizing w with
  | _ N ih =>
    intro hw
    by_cases hind : LinearIndepOn ℝ x (present w : Set ι)
    · exact ⟨w, hw, le_rfl, Finset.Subset.refl _, hind⟩
    · obtain ⟨v, hv, hvE, hss⟩ := remove_phase hx E hw hind
      obtain ⟨u, hu, huE, hus, hui⟩ :=
        ih _ (by rw [← hN]; exact Finset.card_lt_card hss) v rfl hv
      exact ⟨u, hu, huE.trans hvE, hus.trans hss.subset, hui⟩
```

## From a minimum to the bound n

Existence of a ground state does not need `hx`. The proof writes the set of mixtures as an intersection of closed sets inside the box $[0,1]^\iota$ and minimises the continuous energy there.

```lean
/-- Every composition reachable by mixing has a ground state. -/
theorem exists_groundState (x : ι → Fin n → ℝ) (E : ι → ℝ) {c : Fin n → ℝ}
    (hc : ∃ w, IsMixture x c w) : ∃ w, IsGroundState x E c w := by
  -- the admissible phase fractions form a closed subset of a box
  have hS : IsCompact {w | IsMixture x c w} := by
    refine (isCompact_Icc (a := (0 : ι → ℝ)) (b := 1)).of_isClosed_subset ?_ ?_
    · have h : {w | IsMixture x c w} = ((⋂ i, {w : ι → ℝ | 0 ≤ w i}) ∩
          {w | ∑ i, w i = 1}) ∩ ⋂ j, {w | ∑ i, w i * x i j = c j} := by
        ext w
        simp only [Set.mem_inter_iff, Set.mem_iInter, Set.mem_ofPred_eq]
        exact ⟨fun h => ⟨⟨h.nonneg, h.total⟩, h.mean⟩, fun h => ⟨h.1.1, h.1.2, h.2⟩⟩
      rw [h]
      exact ((isClosed_iInter fun i => isClosed_le continuous_const (continuous_apply i)).inter
        (isClosed_eq (by fun_prop) continuous_const)).inter
        (isClosed_iInter fun j => isClosed_eq (by fun_prop) continuous_const)
    · intro w (hw : IsMixture x c w)
      refine ⟨hw.nonneg, fun i => ?_⟩
      have h := Finset.single_le_sum (f := w) (fun i _ => hw.nonneg i) (Finset.mem_univ i)
      rw [hw.total] at h
      exact h
  have hcont : Continuous (energy E) := by
    unfold energy
    fun_prop
  obtain ⟨w, hw, hmin⟩ := hS.exists_isMinOn hc hcont.continuousOn
  exact ⟨w, hw, fun v hv => isMinOn_iff.1 hmin v hv⟩
```

The hypothesis `hc` says that the composition is reachable. Applying the reduction to a minimiser gives the main theorem.

```lean
/-- If the entries of each composition sum to one, every composition reachable by mixing has a
ground state in which the phases present have linearly independent compositions. -/
theorem exists_independent_groundState {x : ι → Fin n → ℝ} (hx : ∀ i, ∑ j, x i j = 1)
    (E : ι → ℝ) {c : Fin n → ℝ} (hc : ∃ w, IsMixture x c w) :
    ∃ w, IsGroundState x E c w ∧ LinearIndepOn ℝ x (present w : Set ι) := by
  obtain ⟨w, hw, hmin⟩ := exists_groundState x E hc
  obtain ⟨v, hv, hvE, -, hind⟩ := exists_independent_mixture hx E c w hw
  exact ⟨v, ⟨hv, fun u hu => hvE.trans (hmin u hu)⟩, hind⟩
```

Comparing the number of independent vectors with the dimension of $\mathbb R^n$ gives the count. This is the phase rule of the namespace's name: a bound on the phases needed, not Gibbs's count of thermodynamic degrees of freedom.

```lean
/-- If the entries of each composition sum to one, every composition of `n` elements reachable
by mixing has a ground state with at most `n` phases present. -/
theorem exists_groundState_card_le {x : ι → Fin n → ℝ} (hx : ∀ i, ∑ j, x i j = 1)
    (E : ι → ℝ) {c : Fin n → ℝ} (hc : ∃ w, IsMixture x c w) :
    ∃ w, IsGroundState x E c w ∧ (present w).card ≤ n := by
  obtain ⟨w, hw, hind⟩ := exists_independent_groundState hx E hc
  have h : LinearIndependent ℝ (fun i : {i // i ∈ present w} => x i.1) := hind
  have hcard := h.fintype_card_le_finrank
  exact ⟨w, hw, by simpa using hcard⟩
```

## Where n phases are needed, and where more can coexist

If the pure elements are the only phases, the mean composition forces $w_j=c_j$. A composition containing every element then needs all $n$ phases, so no smaller bound holds in general.

```lean
/-- The bound `n` is sharp: when the only phases are the `n` pure elements, a composition with
positive entries summing to one is reachable, and every mixture reaching it contains all `n`
phases. -/
theorem pure_elements_need_all_phases {c : Fin n → ℝ} (hpos : ∀ j, 0 < c j)
    (hsum : ∑ j, c j = 1) :
    (∃ w, IsMixture (fun i j : Fin n => if i = j then (1 : ℝ) else 0) c w) ∧
    ∀ w, IsMixture (fun i j : Fin n => if i = j then (1 : ℝ) else 0) c w →
      (present w).card = n := by
  refine ⟨⟨c, fun j => (hpos j).le, hsum, fun j => by simp⟩, fun w hw => ?_⟩
  -- the fraction of each pure element is its concentration
  have hwc : ∀ j, w j = c j := fun j => by simpa using hw.mean j
  have huniv : present w = univ :=
    Finset.filter_true_of_mem fun j _ => by rw [hwc j]; exact (hpos j).ne'
  rw [huniv, Finset.card_univ, Fintype.card_fin]
```

The bound is easily misread as applying to every ground state. It says that some ground state obeys it. When A, B and AB all have energy zero, every mixture of a given composition is a ground state, including one with three phases in a two-element alloy. The reaction $g=(1,1,-2)$ then costs nothing in either direction.

```lean
/-- Not every ground state obeys the bound: in a binary alloy with phases at compositions
`(1, 0)`, `(0, 1)` and `(1/2, 1/2)`, all of energy zero, the mixture with fractions
`1/4, 1/4, 1/2` is a ground state with three phases present. -/
theorem degenerate_three_phase_groundState :
    IsGroundState ![![1, 0], ![0, 1], ![1 / 2, 1 / 2]] (fun _ : Fin 3 => (0 : ℝ))
      ![1 / 2, 1 / 2] ![1 / 4, 1 / 4, 1 / 2] ∧
    (present (![1 / 4, 1 / 4, 1 / 2] : Fin 3 → ℝ)).card = 3 := by
  refine ⟨⟨⟨fun i => ?_, ?_, fun j => ?_⟩, fun v _ => by simp [energy]⟩, ?_⟩
  · fin_cases i <;> norm_num
  · norm_num [Fin.sum_univ_succ]
  · fin_cases j <;> norm_num [Fin.sum_univ_succ]
  · have huniv : present (![1 / 4, 1 / 4, 1 / 2] : Fin 3 → ℝ) = univ :=
      Finset.filter_true_of_mem fun i _ => by fin_cases i <;> norm_num
    rw [huniv, Finset.card_univ, Fintype.card_fin]

end

end ZeroTemperaturePhaseRule
```

```lean
#print axioms ZeroTemperaturePhaseRule.exists_groundState_card_le
#print axioms ZeroTemperaturePhaseRule.pure_elements_need_all_phases
#print axioms ZeroTemperaturePhaseRule.degenerate_three_phase_groundState
```

```
'ZeroTemperaturePhaseRule.exists_groundState_card_le' depends on axioms: [propext, Classical.choice, Quot.sound]
'ZeroTemperaturePhaseRule.pure_elements_need_all_phases' depends on axioms: [propext, Classical.choice, Quot.sound]
'ZeroTemperaturePhaseRule.degenerate_three_phase_groundState' depends on axioms: [propext, Classical.choice, Quot.sound]
```
